# A second-order property estimate for a stable Hartree–Fock state, with error bounded by a product of residuals

Stop a coupled-perturbed Hartree–Fock solver early, and the error left in the orbital response can enter the polarizability or other second-order property at first order. Let $A$ be the orbital Hessian, $b$ and $c$ two perturbation vectors, and $x$ an approximate solution of $Ax=b$. Replacing the exact property $c^TA^{-1}b$ by $c^Tx$ leaves the error $c^TA^{-1}(b-Ax)$, which is linear in the residual $b-Ax$. A second trial response $y$, for $Ay=c$, repairs this when $A$ is symmetric and its curvature has a positive lower bound.

## Hessian, norm and estimate

The finite type `n` labels the independent real orbital rotations. Here $A$ is the whole Hessian, not the block called $A$ in time-dependent Hartree–Fock. In Lean, `⬝ᵥ` is the scalar product and `*ᵥ` applies a matrix to a vector.

```lean
import Mathlib

open Matrix

namespace CoupledPerturbedEstimate

noncomputable section

variable {n : Type*} [Fintype n]
```

The norm is Euclidean, $\|v\|=\sqrt{v^Tv}$.

```lean
/-- The Euclidean norm of a real vector of orbital-rotation amplitudes. -/
def vecNorm (v : n → ℝ) : ℝ := √(v ⬝ᵥ v)
```

The stability condition is $x^TAx\ge m\,x^Tx$ for every $x$. With $m>0$ it says that the energy rises to second order along every real orbital rotation. The value of $m$ is assumed, not computed from a molecule.

```lean
/-- The quadratic form of the orbital Hessian `A` is bounded below by `m` times the squared
norm. -/
def StabilityBound (A : Matrix n n ℝ) (m : ℝ) : Prop :=
  ∀ x : n → ℝ, m * (x ⬝ᵥ x) ≤ x ⬝ᵥ A *ᵥ x
```

The estimate is $J=c^Tx+y^Tb-y^TAx$.

```lean
/-- The estimate `cᵀx + yᵀb - yᵀAx` of a second-order property, built from trial responses
`x` to the perturbation `b` and `y` to the perturbation `c`. -/
def propertyEstimate (A : Matrix n n ℝ) (b c x y : n → ℝ) : ℝ :=
  c ⬝ᵥ x + y ⬝ᵥ b - y ⬝ᵥ A *ᵥ x
```

That a molecular property equals $c^TA^{-1}b$, up to sign, prefactor and response-free terms, is an input from Hartree–Fock theory.

## (a) Moving the Hessian across a scalar product

For symmetric $A$, show that $(Au)^Tv=u^TAv$.

**Solution.** $(Au)^Tv=u^TA^Tv=u^TAv$, since $A^T=A$.

```lean
/-- A symmetric Hessian can be moved from one side of the scalar product to the other. -/
theorem symm_dot {A : Matrix n n ℝ} (hs : A.IsSymm) (u v : n → ℝ) :
    (A *ᵥ u) ⬝ᵥ v = u ⬝ᵥ A *ᵥ v := by
  rw [Matrix.dotProduct_mulVec u A v, ← Matrix.mulVec_transpose, hs.eq]
```

## (b) Bounding a scalar product

Show that $|u^Tv|\le\|u\|\,\|v\|$.

**Solution.** Expanding a sum of squares gives
$$0\le\tfrac12\sum_{i,j}(u_iv_j-u_jv_i)^2=(u^Tu)(v^Tv)-(u^Tv)^2.$$
Take square roots. Lean takes the squared inequality from Mathlib, and `Real.abs_le_sqrt` takes the root.

```lean
/-- The Cauchy-Schwarz inequality for real amplitude vectors. -/
theorem abs_dot_le (u v : n → ℝ) : |u ⬝ᵥ v| ≤ vecNorm u * vecNorm v := by
  have hu : 0 ≤ u ⬝ᵥ u := Finset.sum_nonneg fun i _ => mul_self_nonneg (u i)
  rw [vecNorm, vecNorm, ← Real.sqrt_mul hu]
  apply Real.abs_le_sqrt
  have h := Finset.sum_mul_sq_le_sq_mul_sq Finset.univ u v
  simpa only [dotProduct, ← sq] using h
```

## (c) How much the Hessian stretches a vector

Under the stability condition, show that $m\|w\|\le\|Aw\|$.

**Solution.** Stability and (b) give $m\|w\|^2\le w^TAw\le\|w\|\,\|Aw\|$. Divide by $\|w\|$ if it is positive; if it is zero, the claim reads $0\le\|Aw\|$. The `rcases` step makes this distinction.

```lean
/-- If the Hessian has stability bound `m`, it stretches every vector by at least the
factor `m`. -/
theorem norm_le_of_stable {A : Matrix n n ℝ} {m : ℝ} (hA : StabilityBound A m)
    (w : n → ℝ) : m * vecNorm w ≤ vecNorm (A *ᵥ w) := by
  have hsq : vecNorm w * vecNorm w = w ⬝ᵥ w :=
    Real.mul_self_sqrt (Finset.sum_nonneg fun i _ => mul_self_nonneg (w i))
  have h0 : 0 ≤ vecNorm w := Real.sqrt_nonneg _
  have h1 : 0 ≤ vecNorm (A *ᵥ w) := Real.sqrt_nonneg _
  -- compare the quadratic form with its Cauchy-Schwarz bound
  have h2 : m * (vecNorm w * vecNorm w) ≤ vecNorm w * vecNorm (A *ᵥ w) := by
    rw [hsq]
    exact (hA w).trans ((le_abs_self _).trans (abs_dot_le _ _))
  rcases h0.eq_or_lt with h | h
  · rw [← h, mul_zero]
    exact h1
  · exact le_of_mul_le_mul_left (by linarith) h
```

## (d) Stability excludes a singular Hessian

For $m>0$, show that $\det A\ne0$.

**Solution.** If $\det A=0$, some $v\ne0$ has $Av=0$. Then $m\,v^Tv\le v^TAv=0$, so $v^Tv=0$ and $v=0$, a contradiction. Lean writes the result as `IsUnit A.det`.

```lean
variable [DecidableEq n]

/-- A Hessian with a positive stability bound is invertible. -/
theorem isUnit_det_of_stable {A : Matrix n n ℝ} {m : ℝ} (hm : 0 < m)
    (hA : StabilityBound A m) : IsUnit A.det := by
  refine isUnit_iff_ne_zero.mpr fun h => ?_
  obtain ⟨v, hv, h0⟩ := Matrix.exists_mulVec_eq_zero_iff.mpr h
  have h1 := hA v
  rw [h0, dotProduct_zero] at h1
  have h2 : v ⬝ᵥ v ≤ 0 := le_of_mul_le_mul_left (by rw [mul_zero]; exact h1) hm
  have h3 : 0 ≤ v ⬝ᵥ v := Finset.sum_nonneg fun i _ => mul_self_nonneg (v i)
  exact hv (dotProduct_self_eq_zero.mp (le_antisymm h2 h3))
```

## (e) The exact response

For invertible $A$, show that $A(A^{-1}b)=b$.

**Solution.** Regroup the product and use $AA^{-1}=1$.

```lean
/-- For an invertible Hessian, `A⁻¹ b` solves the coupled-perturbed equation `A x = b`. -/
theorem response_solves {A : Matrix n n ℝ} (h : IsUnit A.det) (b : n → ℝ) :
    A *ᵥ (A⁻¹ *ᵥ b) = b := by
  rw [Matrix.mulVec_mulVec, Matrix.mul_nonsing_inv _ h, Matrix.one_mulVec]
```

## (f) The error in closed form

For symmetric invertible $A$, show that
$$c^TA^{-1}b-J=(c-Ay)^TA^{-1}(b-Ax).$$

**Solution.** Since $A^{-1}Ax=x$, the right side is
$$c^TA^{-1}b-c^Tx-(Ay)^TA^{-1}b+(Ay)^Tx.$$
By (a) and (e), the last two terms are $-y^Tb+y^TAx$, which leaves $c^TA^{-1}b-J$. The rewrites follow this expansion, and `ring` collects the terms.

```lean
/-- For a symmetric invertible Hessian, the exact property minus the estimate equals the two
residuals contracted with the inverse Hessian. -/
theorem error_identity {A : Matrix n n ℝ} (hs : A.IsSymm) (h : IsUnit A.det)
    (b c x y : n → ℝ) :
    c ⬝ᵥ A⁻¹ *ᵥ b - propertyEstimate A b c x y
      = (c - A *ᵥ y) ⬝ᵥ A⁻¹ *ᵥ (b - A *ᵥ x) := by
  have h1 : A⁻¹ *ᵥ (A *ᵥ x) = x := by
    rw [Matrix.mulVec_mulVec, Matrix.nonsing_inv_mul _ h, Matrix.one_mulVec]
  rw [Matrix.mulVec_sub, h1, sub_dotProduct, dotProduct_sub, dotProduct_sub,
    symm_dot hs y (A⁻¹ *ᵥ b), symm_dot hs y x, response_solves h, propertyEstimate]
  ring
```

## (g) The product bound

For symmetric $A$ with $m>0$, show that
$$|J-c^TA^{-1}b|\le\frac{\|b-Ax\|\,\|c-Ay\|}{m}.$$

**Solution.** Put $w=A^{-1}(b-Ax)$ in (c), so that $\|w\|\le\|b-Ax\|/m$; this is `hinv`. By (f) and (b), the error is at most $\|c-Ay\|\,\|w\|$, and the bound follows.

For static perturbations that keep the orbitals real, in a finite basis, reducing both residual norms tenfold reduces this bound a hundredfold.

```lean
/-- For a symmetric Hessian with stability bound `m > 0`, the estimate differs from the exact
property `cᵀA⁻¹b` by at most the product of the two residual norms divided by `m`. -/
theorem estimate_error_le {A : Matrix n n ℝ} {m : ℝ} (hs : A.IsSymm) (hm : 0 < m)
    (hA : StabilityBound A m) (b c x y : n → ℝ) :
    |propertyEstimate A b c x y - c ⬝ᵥ A⁻¹ *ᵥ b|
      ≤ vecNorm (b - A *ᵥ x) * vecNorm (c - A *ᵥ y) / m := by
  have hu := isUnit_det_of_stable hm hA
  -- the inverse Hessian enlarges a residual by at most 1/m
  have hinv : vecNorm (A⁻¹ *ᵥ (b - A *ᵥ x)) ≤ vecNorm (b - A *ᵥ x) / m := by
    have h := norm_le_of_stable hA (A⁻¹ *ᵥ (b - A *ᵥ x))
    rw [response_solves hu] at h
    rw [le_div_iff₀ hm]
    linarith
  rw [abs_sub_comm, error_identity hs hu]
  calc |(c - A *ᵥ y) ⬝ᵥ A⁻¹ *ᵥ (b - A *ᵥ x)|
      ≤ vecNorm (c - A *ᵥ y) * vecNorm (A⁻¹ *ᵥ (b - A *ᵥ x)) := abs_dot_le _ _
    _ ≤ vecNorm (c - A *ᵥ y) * (vecNorm (b - A *ᵥ x) / m) :=
        mul_le_mul_of_nonneg_left hinv (Real.sqrt_nonneg _)
    _ = vecNorm (b - A *ᵥ x) * vecNorm (c - A *ᵥ y) / m := by ring
```

## (h) Deviations from the exact responses

For symmetric invertible $A$, set $x=A^{-1}b+\varepsilon u$ and $y=A^{-1}c+\varepsilon v$. Show that
$$J=c^TA^{-1}b-\varepsilon^2v^TAu.$$

**Solution.** Here $Ax=b+\varepsilon Au$, so $y^Tb-y^TAx=-\varepsilon\,y^TAu$ and
$$J=c^TA^{-1}b+\varepsilon c^Tu-\varepsilon(A^{-1}c)^TAu-\varepsilon^2v^TAu.$$
By (a) and (e), $(A^{-1}c)^TAu=c^Tu$, which is `h3`, and the linear terms cancel.

```lean
/-- For a symmetric invertible Hessian, deviations `ε u` and `ε v` from the exact responses
change the estimate by exactly `-ε² vᵀAu`. -/
theorem estimate_quadratic {A : Matrix n n ℝ} (hs : A.IsSymm) (h : IsUnit A.det)
    (b c u v : n → ℝ) (ε : ℝ) :
    propertyEstimate A b c (A⁻¹ *ᵥ b + ε • u) (A⁻¹ *ᵥ c + ε • v)
      = c ⬝ᵥ A⁻¹ *ᵥ b - ε ^ 2 * (v ⬝ᵥ A *ᵥ u) := by
  have h3 : (A⁻¹ *ᵥ c) ⬝ᵥ A *ᵥ u = c ⬝ᵥ u := by
    rw [← symm_dot hs, response_solves h]
  simp only [propertyEstimate, Matrix.mulVec_add, Matrix.mulVec_smul, response_solves h,
    dotProduct_add, add_dotProduct, smul_dotProduct, dotProduct_smul, smul_eq_mul]
  -- the terms linear in ε cancel
  linear_combination (-ε) * h3
```

## (i) One perturbation: a bound from below

For symmetric $A$ with $m>0$, take $c=b$ and $y=x$. Show that
$$0\le b^TA^{-1}b-J\le\frac{\|b-Ax\|^2}{m}.$$

**Solution.** Let $d=A^{-1}(b-Ax)$. By (f), the difference is $(Ad)^Td=d^TAd\ge m\,d^Td\ge0$. The upper bound is (g).

```lean
/-- For one perturbation `b`, one trial response `x` and a symmetric Hessian with stability
bound `m > 0`, the estimate lies below the exact `bᵀA⁻¹b` by at most the squared residual
norm over `m`. -/
theorem diagonal_estimate_bounds {A : Matrix n n ℝ} {m : ℝ} (hs : A.IsSymm) (hm : 0 < m)
    (hA : StabilityBound A m) (b x : n → ℝ) :
    propertyEstimate A b b x x ≤ b ⬝ᵥ A⁻¹ *ᵥ b ∧
      b ⬝ᵥ A⁻¹ *ᵥ b - propertyEstimate A b b x x ≤ vecNorm (b - A *ᵥ x) ^ 2 / m := by
  have hu := isUnit_det_of_stable hm hA
  constructor
  · -- the error is the quadratic form of A at the error vector
    have h1 := hA (A⁻¹ *ᵥ (b - A *ᵥ x))
    rw [response_solves hu, dotProduct_comm (A⁻¹ *ᵥ (b - A *ᵥ x)) (b - A *ᵥ x),
      ← error_identity hs hu] at h1
    have h2 : 0 ≤ (A⁻¹ *ᵥ (b - A *ᵥ x)) ⬝ᵥ (A⁻¹ *ᵥ (b - A *ᵥ x)) :=
      Finset.sum_nonneg fun i _ => mul_self_nonneg _
    linarith [mul_nonneg hm.le h2]
  · have h := estimate_error_le hs hm hA b b x x
    rw [abs_sub_comm, ← sq] at h
    exact (le_abs_self _).trans h
```

## (j) When the bound is attained

Keep the assumptions of (i), and let $r=b-Ax$ satisfy $Ar=mr$. Show that
$$|J-b^TA^{-1}b|=\frac{\|r\|^2}{m}.$$

**Solution.** Applying $A^{-1}$ to $Ar=mr$ gives $A^{-1}r=r/m$. By (f), the error is $r^TA^{-1}r=r^Tr/m$. In Lean, `h1` is the inverse relation and `h3` the resulting scalar product.

```lean
/-- For a symmetric Hessian with stability bound `m > 0`, the error bound is attained when
both perturbations and both trial responses coincide and the residual `r` obeys `A r = m r`. -/
theorem error_bound_sharp {A : Matrix n n ℝ} {m : ℝ} (hs : A.IsSymm) (hm : 0 < m)
    (hA : StabilityBound A m) (b x : n → ℝ)
    (hr : A *ᵥ (b - A *ᵥ x) = m • (b - A *ᵥ x)) :
    |propertyEstimate A b b x x - b ⬝ᵥ A⁻¹ *ᵥ b|
      = vecNorm (b - A *ᵥ x) * vecNorm (b - A *ᵥ x) / m := by
  have hu := isUnit_det_of_stable hm hA
  rw [abs_sub_comm, error_identity hs hu]
  generalize b - A *ᵥ x = r at hr ⊢
  have h0 : 0 ≤ r ⬝ᵥ r := Finset.sum_nonneg fun i _ => mul_self_nonneg (r i)
  have hsq : vecNorm r * vecNorm r = r ⬝ᵥ r := Real.mul_self_sqrt h0
  -- on this residual the inverse Hessian acts as 1/m
  have h1 : m • (A⁻¹ *ᵥ r) = r := by
    rw [← Matrix.mulVec_smul, ← hr, Matrix.mulVec_mulVec, Matrix.nonsing_inv_mul _ hu,
      Matrix.one_mulVec]
  have h2 : m * (r ⬝ᵥ A⁻¹ *ᵥ r) = r ⬝ᵥ r := by
    rw [← smul_eq_mul, ← dotProduct_smul, h1]
  have h3 : r ⬝ᵥ A⁻¹ *ᵥ r = r ⬝ᵥ r / m := by
    rw [eq_div_iff hm.ne']
    linarith
  rw [h3, hsq, abs_of_nonneg (div_nonneg h0 hm.le)]

end

end CoupledPerturbedEstimate
```

```lean
#print axioms CoupledPerturbedEstimate.estimate_error_le
#print axioms CoupledPerturbedEstimate.estimate_quadratic
#print axioms CoupledPerturbedEstimate.diagonal_estimate_bounds
#print axioms CoupledPerturbedEstimate.error_bound_sharp
```

```
'CoupledPerturbedEstimate.estimate_error_le' depends on axioms: [propext, Classical.choice, Quot.sound]
'CoupledPerturbedEstimate.estimate_quadratic' depends on axioms: [propext, Classical.choice, Quot.sound]
'CoupledPerturbedEstimate.diagonal_estimate_bounds' depends on axioms: [propext, Classical.choice, Quot.sound]
'CoupledPerturbedEstimate.error_bound_sharp' depends on axioms: [propext, Classical.choice, Quot.sound]
```
